# At finite positive temperature, a site potential that minimises the partition function with densities measured relative to a target profile has that profile as its thermal density

The model has finitely many configurations `s` (at least one) and finitely many sites, with real energies `E s`, real site densities `n s` and normalised Gibbs probabilities at inverse temperature `β > 0`. The declaration `gibbsAverage_of_minimizer` states that if a potential `v` minimises, over all potentials, the sum of `exp(-β (E s + v · (n s - ρ)))`, then the Gibbs average of `n` in the potential `v` is exactly `ρ`. The minimiser is assumed, and its existence is not proved. The attempt varies `v` at one site `i` by an amount `t`, sets the derivative at `t = 0` to zero, and divides by the partition function to read off the density at `i`.

The first attempt, which Lean rejects:

```lean
import Mathlib

open Finset

namespace ThermalRepresentability

noncomputable section

variable {S L : Type*} [Fintype S] [Fintype L]

/-- Boltzmann weight of configuration `s` with energy `E s + v · n s`. -/
def boltzmann (β : ℝ) (E : S → ℝ) (n : S → L → ℝ) (v : L → ℝ) (s : S) : ℝ :=
  Real.exp (-β * (E s + v ⬝ᵥ n s))

/-- Gibbs probability of configuration `s` in the site potential `v`. -/
def gibbsProb (β : ℝ) (E : S → ℝ) (n : S → L → ℝ) (v : L → ℝ) (s : S) : ℝ :=
  boltzmann β E n v s / ∑ t, boltzmann β E n v t

/-- Thermal density profile: the Gibbs average of `n` in the site potential `v`. -/
def gibbsAverage (β : ℝ) (E : S → ℝ) (n : S → L → ℝ) (v : L → ℝ) : L → ℝ :=
  fun i => ∑ s, gibbsProb β E n v s * n s i

/-- Partition function with densities measured relative to a target profile `ρ`. -/
def tiltedPartition (β : ℝ) (E : S → ℝ) (n : S → L → ℝ) (ρ v : L → ℝ) : ℝ :=
  ∑ s, Real.exp (-β * (E s + v ⬝ᵥ (n s - ρ)))

/-- At a minimising potential of the tilted partition function the thermal density is `ρ`. -/
theorem gibbsAverage_of_minimizer [Nonempty S] {β : ℝ} (hβ : 0 < β) (E : S → ℝ)
    (n : S → L → ℝ) (ρ v : L → ℝ)
    (hv : ∀ w, tiltedPartition β E n ρ v ≤ tiltedPartition β E n ρ w) :
    gibbsAverage β E n v = ρ := by
  classical
  funext i
  let g : ℝ → ℝ := fun t =>
    ∑ s, Real.exp (-β * (E s + (v ⬝ᵥ (n s - ρ) + t * (n s i - ρ i))))
  have hg : ∀ t, g t = tiltedPartition β E n ρ (v + t • Pi.single i 1) := by
    intro t
    simp [g, tiltedPartition, add_dotProduct, smul_dotProduct, single_dotProduct]
  have hmin : IsLocalMin g 0 := Filter.Eventually.of_forall fun t => by
    rw [hg, hg, zero_smul, add_zero]
    exact hv _
  have hd := HasDerivAt.fun_sum (u := Finset.univ) (fun (s : S) _ =>
    (((((hasDerivAt_id' (0 : ℝ)).mul_const (n s i - ρ i)).const_add
      (v ⬝ᵥ (n s - ρ))).const_add (E s)).const_mul (-β)).exp)
  have h0 := hmin.hasDerivAt_eq_zero hd
  -- factor the common constant out of the stationarity condition
  have hfac : -β * Real.exp (β * (v ⬝ᵥ ρ)) *
      ∑ s, boltzmann β E n v s * (n s i - ρ i) = 0 := by
    rw [← h0, Finset.mul_sum]
    refine Finset.sum_congr rfl fun s _ => ?_
    have he : Real.exp (-β * (E s + (v ⬝ᵥ (n s - ρ) + 0 * (n s i - ρ i)))) =
        Real.exp (β * (v ⬝ᵥ ρ)) * boltzmann β E n v s := by
      rw [boltzmann, ← Real.exp_add, dotProduct_sub]
      congr 1
      ring
    rw [he]
    ring
  have hz := (mul_eq_zero.1 hfac).resolve_left
    (mul_ne_zero (neg_ne_zero.2 hβ.ne') (Real.exp_pos _).ne')
  have hZ : 0 < ∑ s, boltzmann β E n v s :=
    Finset.sum_pos (fun s _ => Real.exp_pos _) Finset.univ_nonempty
  simp only [mul_sub, Finset.sum_sub_distrib, ← Finset.sum_mul] at hz
  simp only [gibbsAverage, gibbsProb, div_mul_eq_mul_div, ← Finset.sum_div]
  rw [div_eq_iff hZ.ne']
  linarith

end

end ThermalRepresentability
```

Messages:

```
Main.lean:36:74: error: unsolved goals
S : Type u_1
L : Type u_2
inst✝² : Fintype S
inst✝¹ : Fintype L
inst✝ : Nonempty S
β : ℝ
hβ : 0 < β
E : S → ℝ
n : S → L → ℝ
ρ v : L → ℝ
hv : ∀ (w : L → ℝ), tiltedPartition β E n ρ v ≤ tiltedPartition β E n ρ w
i : L
g : ℝ → ℝ := fun t => ∑ s, Real.exp (-β * (E s + (v ⬝ᵥ (n s - ρ) + t * (n s i - ρ i))))
t : ℝ
⊢ ∑ x, Real.exp (-(β * (E x + (v ⬝ᵥ n x - v ⬝ᵥ ρ + t * (n x i - ρ i))))) =
    ∑ x, Real.exp (-(β * (E x + (v ⬝ᵥ n x + t * n x i - (v ⬝ᵥ ρ + t * ρ i)))))
```

As a diff, the version that Lean accepts:

```diff
@@ -36,5 +36,6 @@
   have hg : ∀ t, g t = tiltedPartition β E n ρ (v + t • Pi.single i 1) := by
     intro t
-    simp [g, tiltedPartition, add_dotProduct, smul_dotProduct, single_dotProduct]
+    simp only [g, tiltedPartition, add_dotProduct, smul_dotProduct, single_dotProduct,
+      one_mul, smul_eq_mul, Pi.sub_apply]
   have hmin : IsLocalMin g 0 := Filter.Eventually.of_forall fun t => by
     rw [hg, hg, zero_smul, add_zero]
```

What went wrong. The one error, "unsolved goals", concerns `hg`, which says that `g t` is the tilted partition function at the potential shifted by `t` on site `i`. The goal left over is true, but its two sides are arranged differently. Besides the lemmas listed, `simp` uses its default ones, and here it has distributed the dot product over the difference `n s - ρ`. On the left this gives `v ⬝ᵥ n x - v ⬝ᵥ ρ + t * (n x i - ρ i)`; on the right, the terms in `n` and the terms in `ρ` are grouped separately. The two agree by elementary algebra, but `simp` does not do that regrouping and stops.

The repair uses `simp only`, which keeps to the listed lemmas and so leaves `n s - ρ` whole inside the dot product. The three added lemmas do small steps that are still needed: `one_mul` removes the factor 1 from `Pi.single i 1`, `smul_eq_mul` turns scaling by `t` into multiplication, and `Pi.sub_apply` evaluates `n s - ρ` at site `i`. Both sides then have the same form, and the goal closes.
